# On a periodic coordinate, the equal-weight least-squares free-energy profile subtracts the mean from every estimated increment

Divide a torsion angle into two bins, and suppose that sampling gives a free-energy change of 3 from bin 0 to bin 1 and of −1 from bin 1 back to bin 0, in some energy unit. No profile can have both increments, because a full turn must bring the free energy back to its starting value; the least-squares compromise, with equal weight on both estimates, is 2 and −2, each estimate lowered by their mean of 1.

```lean
import Mathlib

namespace PeriodicMeanForce

noncomputable section

variable {N : ℕ} [NeZero N]

/-- The mean of the free-energy increments `g` over a ring of `N ≥ 1` bins. -/
def meanIncrement (g : ZMod N → ℝ) : ℝ := (∑ i, g i) / N

/-- The least-squares misfit between the increments of a free-energy profile `A` on the ring
and the estimated increments `g`. -/
def misfit (g A : ZMod N → ℝ) : ℝ := ∑ i, (A (i + 1) - A i - g i) ^ 2

/-- The running sum of the estimated increments, starting from bin `0`, minus a linear ramp
whose slope per bin is the mean increment. -/
def reconstruct (g : ZMod N → ℝ) (i : ZMod N) : ℝ :=
  ∑ k ∈ Finset.range i.val, g (k : ZMod N) - (i.val : ℝ) * meanIncrement g

/-- The increments of a single-valued free-energy profile sum to zero around the ring. -/
theorem sum_increments (A : ZMod N → ℝ) : ∑ i, (A (i + 1) - A i) = 0 := by
  rw [Finset.sum_sub_distrib, sub_eq_zero]
  exact Equiv.sum_comp (Equiv.addRight (1 : ZMod N)) A

/-- The number of bins times the mean increment is the closure defect, the sum of the
estimated increments around the ring. -/
theorem card_mul_meanIncrement (g : ZMod N → ℝ) :
    (N : ℝ) * meanIncrement g = ∑ i, g i := by
  have hN : (N : ℝ) ≠ 0 := Nat.cast_ne_zero.mpr (NeZero.ne N)
  unfold meanIncrement
  field_simp

/-- The misfit of any profile is `N` times the squared mean increment, plus the squared
distance of its increments from the estimates with their mean removed. -/
theorem misfit_eq (g A : ZMod N → ℝ) :
    misfit g A = N * meanIncrement g ^ 2
      + ∑ i, (A (i + 1) - A i - (g i - meanIncrement g)) ^ 2 := by
  -- the cross term vanishes because both sets of increments close around the ring
  have hx : ∑ i, (A (i + 1) - A i - (g i - meanIncrement g)) = 0 := by
    rw [Finset.sum_sub_distrib, sum_increments, Finset.sum_sub_distrib, Finset.sum_const,
      Finset.card_univ, ZMod.card, nsmul_eq_mul, card_mul_meanIncrement]
    ring
  have hs : misfit g A = ∑ i, (meanIncrement g ^ 2
      + (A (i + 1) - A i - (g i - meanIncrement g)) ^ 2
      - 2 * meanIncrement g * (A (i + 1) - A i - (g i - meanIncrement g))) := by
    unfold misfit
    exact Finset.sum_congr rfl (fun i _ => by ring)
  rw [hs, Finset.sum_sub_distrib, Finset.sum_add_distrib, ← Finset.mul_sum, hx,
    Finset.sum_const, Finset.card_univ, ZMod.card, nsmul_eq_mul]
  ring

/-- The reconstructed profile has the estimated increments with their mean removed, on every
link of the ring including the one that closes it. -/
theorem reconstruct_step (g : ZMod N → ℝ) (i : ZMod N) :
    reconstruct g (i + 1) - reconstruct g i = g i - meanIncrement g := by
  have hi : i.val < N := ZMod.val_lt i
  have hcast : ((i.val : ℕ) : ZMod N) = i := ZMod.natCast_zmod_val i
  have hv : (i + 1).val = (i.val + 1) % N := by
    have h := ZMod.val_natCast N (i.val + 1)
    rwa [Nat.cast_add, Nat.cast_one, hcast] at h
  unfold reconstruct
  rw [hv]
  rcases Nat.lt_or_ge (i.val + 1) N with h | h
  · -- an interior link
    rw [Nat.mod_eq_of_lt h, Finset.sum_range_succ, hcast, Nat.cast_add, Nat.cast_one]
    ring
  · -- the closing link, where the running sum has gone once around
    have h' : i.val + 1 = N := by omega
    have ht : ∑ k ∈ Finset.range (i.val + 1), g (k : ZMod N) = ∑ j, g j := by
      rw [h']
      refine Finset.sum_nbij' (fun k : ℕ => (k : ZMod N)) (fun j : ZMod N => j.val)
        ?_ ?_ ?_ ?_ ?_
      · intro k _
        exact Finset.mem_univ _
      · intro j _
        exact Finset.mem_range.mpr (ZMod.val_lt j)
      · intro k hk
        exact ZMod.val_cast_of_lt (Finset.mem_range.mp hk)
      · intro j _
        exact ZMod.natCast_zmod_val j
      · intro k _
        rfl
    rw [Finset.sum_range_succ, hcast] at ht
    have hN : ((i.val + 1 : ℕ) : ℝ) = (N : ℝ) := by rw [h']
    rw [Nat.cast_add, Nat.cast_one] at hN
    rw [h', Nat.mod_self, Finset.sum_range_zero, Nat.cast_zero]
    linear_combination -ht + meanIncrement g * hN + card_mul_meanIncrement g

/-- The least misfit over all real profiles on the ring is `N` times the squared mean
increment, and a profile attains it exactly when each of its increments is the estimated one
minus the mean. -/
theorem least_misfit (g : ZMod N → ℝ) :
    IsLeast (Set.range (misfit g)) (N * meanIncrement g ^ 2) ∧
    ∀ A : ZMod N → ℝ, misfit g A = N * meanIncrement g ^ 2 ↔
      ∀ i, A (i + 1) - A i = g i - meanIncrement g := by
  have key : ∀ A : ZMod N → ℝ, misfit g A = N * meanIncrement g ^ 2 ↔
      ∀ i, A (i + 1) - A i = g i - meanIncrement g := by
    intro A
    rw [misfit_eq, add_eq_left, Finset.sum_eq_zero_iff_of_nonneg (fun i _ => sq_nonneg _)]
    constructor
    · intro h i
      exact sub_eq_zero.mp (pow_eq_zero_iff two_ne_zero |>.mp (h i (Finset.mem_univ i)))
    · intro h i _
      rw [h i, sub_self, zero_pow two_ne_zero]
  refine ⟨⟨⟨reconstruct g, (key _).mpr (reconstruct_step g)⟩, ?_⟩, key⟩
  rintro _ ⟨A, rfl⟩
  rw [misfit_eq]
  exact le_add_of_nonneg_right (Finset.sum_nonneg (fun i _ => sq_nonneg _))

/-- The profiles of least misfit are exactly the reconstructed profile shifted by a
constant. -/
theorem minimiser_iff (g A : ZMod N → ℝ) :
    misfit g A = N * meanIncrement g ^ 2 ↔ ∃ c : ℝ, ∀ i, A i = reconstruct g i + c := by
  rw [(least_misfit g).2 A]
  constructor
  · intro h
    -- the difference of the two profiles is carried unchanged from bin to bin
    have hn : ∀ n : ℕ, A (n : ZMod N) - reconstruct g (n : ZMod N)
        = A 0 - reconstruct g 0 := by
      intro n
      induction n with
      | zero => rw [Nat.cast_zero]
      | succ n ih =>
        rw [Nat.cast_add, Nat.cast_one]
        linarith [h (n : ZMod N), reconstruct_step g (n : ZMod N)]
    refine ⟨A 0 - reconstruct g 0, fun i => ?_⟩
    have hi := hn i.val
    rw [ZMod.natCast_zmod_val] at hi
    linarith
  · rintro ⟨c, hc⟩ i
    rw [hc, hc]
    linarith [reconstruct_step g i]

/-- If the estimates are the increments of a true profile `A₀` plus sampling errors `e`, their
mean is the mean sampling error. -/
theorem meanIncrement_of_error (A₀ e : ZMod N → ℝ) :
    meanIncrement (fun i => A₀ (i + 1) - A₀ i + e i) = meanIncrement e := by
  unfold meanIncrement
  rw [Finset.sum_add_distrib, sum_increments, zero_add]

/-- If the estimates are the increments of a true profile `A₀` plus sampling errors `e`, each
increment of a profile of least misfit is wrong by the local error minus the mean error. -/
theorem remaining_error (A₀ e A : ZMod N → ℝ)
    (hA : IsLeast (Set.range (misfit (fun i => A₀ (i + 1) - A₀ i + e i)))
      (misfit (fun i => A₀ (i + 1) - A₀ i + e i) A)) (i : ZMod N) :
    (A (i + 1) - A i) - (A₀ (i + 1) - A₀ i) = e i - meanIncrement e := by
  have hmin := least_misfit (fun i => A₀ (i + 1) - A₀ i + e i)
  have h := (hmin.2 A).mp (hA.unique hmin.1) i
  rw [meanIncrement_of_error] at h
  linarith

end

end PeriodicMeanForce
```

```lean
#print axioms PeriodicMeanForce.minimiser_iff
#print axioms PeriodicMeanForce.meanIncrement_of_error
#print axioms PeriodicMeanForce.remaining_error
```

```
'PeriodicMeanForce.minimiser_iff' depends on axioms: [propext, Classical.choice, Quot.sound]
'PeriodicMeanForce.meanIncrement_of_error' depends on axioms: [propext, Classical.choice, Quot.sound]
'PeriodicMeanForce.remaining_error' depends on axioms: [propext, Classical.choice, Quot.sound]
```

## Increments that should close and do not

In a first-principles molecular dynamics study of a torsion, the derivative of the free energy along the angle can be estimated at a series of fixed values, from the average force needed to hold the angle there, corrected for the effect of the constraint. Integrating this derivative from one value to the next gives an estimated free-energy increment. The trajectories are short, so the increments carry noise, and their sum over a full turn is generally not zero. This sum is the closure defect. A free energy that is a function of the angle must have zero total change over the turn, so something has to be done with the defect before a profile can be drawn.

Let there be N bins, labelled 0 to N − 1, with bin N − 1 followed by bin 0. Write g(i) for the estimated increment from bin i to bin i + 1, A(i) for the free energy of bin i, and m for the mean of the g(i). The closure defect is then N m. The profile is chosen to make the misfit

F(A) = Σᵢ (A(i+1) − A(i) − g(i))²

as small as possible. The least value is N m², and a profile reaches it exactly when

A(i+1) − A(i) = g(i) − m for every i.

The defect is thus removed in equal shares, one per link. In the two-bin case, with a = A(1) − A(0), the misfit is

(a − 3)² + (−a + 1)² = 2 + 2(a − 2)²,

which is least at a = 2, where it equals 2 = N m².

The result bears on how torsional profiles are assembled from mean forces, for a single periodic coordinate whose increments all enter the fit with equal weight.

## The ring in Lean

The bins are the elements of `ZMod N`, the integers modulo N. Addition there wraps around, so `i + 1` is the next bin on every link, including the one from bin N − 1 to bin 0. The assumption `[NeZero N]` says N ≥ 1. With one bin the only link joins the bin to itself, every profile has increment zero, and the misfit is g(0)² whatever the profile; the theorems hold there too.

Both the estimates `g` and the profile `A` are arbitrary functions `ZMod N → ℝ`. The periodicity of the free energy is therefore built into the type of `A` and needs no separate condition. Three definitions carry the rest:

- `meanIncrement g` is m. The same function is later applied to the errors, where it gives their mean.
- `misfit g A` is F(A), a plain sum of squares. The root-mean-square misfit per link at the minimum is |m|.
- `reconstruct g` is an explicit candidate for the best profile. It adds up the estimates from bin 0 onwards and subtracts a ramp that rises by m per bin. Here `i.val` is the label of bin i as an ordinary integer from 0 to N − 1.

The main theorem, `least_misfit`, has two parts. In the first, `Set.range (misfit g)` is the set of all misfits that real profiles can produce, and `IsLeast` says that N m² belongs to this set and that no member lies below it. The second part says which profiles reach the value: those whose increments are g(i) − m on every link. The theorem `minimiser_iff` describes the same profiles differently, as `reconstruct g` plus any constant. The constant is the usual free choice of the zero of free energy.

## Splitting the misfit

The increments of any profile on the ring sum to zero. In

Σᵢ (A(i+1) − A(i)) = Σᵢ A(i+1) − Σᵢ A(i)

both sums on the right run over all bins once, in a different order, so they cancel. This is `sum_increments`; its proof treats the shift by one bin as a permutation of the ring, `Equiv.addRight`, and uses the fact that a permutation leaves a sum unchanged.

Now measure how far the increments of A are from the proposed best ones:

r(i) = A(i+1) − A(i) − (g(i) − m).

These deviations also sum to zero, since

Σᵢ r(i) = 0 − (Σᵢ g(i) − N m) = 0.

The last equality is the definition of the mean, stated as `card_mul_meanIncrement`. Each term of the misfit is the square of r(i) − m, so

F(A) = Σᵢ (m² + r(i)² − 2m r(i)) = N m² + Σᵢ r(i)².

The cross term has vanished because Σᵢ r(i) = 0. This identity is `misfit_eq`. In its proof, `hx` is the vanishing sum and `hs` is the expansion of the square on each link, checked by `ring`.

The first term does not depend on A, and the second cannot be negative. Hence F(A) ≥ N m². Equality requires the sum of the r(i)² to vanish, which for a sum of non-negative terms means r(i) = 0 on every link. In `least_misfit` this equivalence is the intermediate statement `key`, obtained with `Finset.sum_eq_zero_iff_of_nonneg`.

## Crossing from the last bin to the first

It remains to show that some profile does have the increments g(i) − m. The candidate is

R(i) = g(0) + g(1) + … + g(i−1) − i m, for i = 0, …, N − 1,

with R(0) = 0. On a link inside the range, from i to i + 1 with i + 1 < N, the running sum gains g(i) and the ramp gains m, so

R(i+1) − R(i) = g(i) − m.

On the closing link the profile returns to R(0) = 0. Since the first N − 1 estimates add up to N m − g(N−1),

R(0) − R(N−1) = −(N m − g(N−1)) + (N−1) m = g(N−1) − m.

The closing link thus obeys the same rule as the others, and this is where the slope of the ramp matters: without the ramp, the closing link would have to absorb the whole defect.

The lemma `reconstruct_step` follows these two cases. It first establishes that the label of `i + 1` is the label of `i` plus one, reduced modulo N, and then splits on whether that number stays below N. In the closing case, `ht` identifies the running sum over the labels 0 to N − 1 with the sum over all bins, and `linear_combination` assembles the displayed calculation from `ht`, the relation between the last label and N, and the definition of the mean. With this lemma, `least_misfit` uses R as the profile that attains the bound.

For the full set of minimisers, let A be any profile with increments g(i) − m. Then A and R change by the same amount on each link, so A(i) − R(i) keeps the value it has at bin 0. The proof of `minimiser_iff` carries this value from bin to bin by induction. Conversely, adding a constant to R changes no increment.

## The defect shows only the mean error

Suppose now that the estimates come from a true profile A₀ with an error e(i) on each link:

g(i) = A₀(i+1) − A₀(i) + e(i).

Averaging over the ring removes the true increments, because they sum to zero. What is left is

m = ē, where ē = (1/N) Σᵢ e(i).

This is `meanIncrement_of_error`. The closure defect is therefore the sum of the errors, and the least misfit is N ē².

For a profile A of least misfit, subtracting the true increment from A(i+1) − A(i) = g(i) − m gives

(A(i+1) − A(i)) − (A₀(i+1) − A₀(i)) = e(i) − ē.

This is `remaining_error`. Its hypothesis `hA` says that the misfit of A is the least one possible. Two least elements of the same set are equal, so that misfit must be N m², and `least_misfit` then supplies the increments of A.

The correction is the same on every link, but the error need not be. If all the e(i) are equal, the fit recovers the true increments exactly. If they differ, their variation around the ring survives in full. Take two bins with errors 1 and −1: the defect is zero, the estimates fit a single-valued profile perfectly, and both increments are still wrong by one unit. Small errors on every link do make the defect small, at most N times the largest of them in size, but a small defect does not show that the errors are small. In the opening example, if the true increments were 3 and −3, the errors would be 0 and 2. The fitted increments 2 and −2 would then be wrong by −1 and 1, and the correction would have spoiled an estimate that happened to be right.

The errors also add up along the profile. Relative to bin 0, the fitted free energy of bin j is wrong by

e(0) + e(1) + … + e(j−1) − j ē,

so with four or more bins a barrier height can be off by more than any single increment.

## From sampled forces to the numbers g(i)

The theorems take the increments as given real numbers. The step from a simulation to these numbers, which includes sampling the force at each angle and integrating it between neighbouring angles, is not modelled, and whatever error it makes is collected in e(i). That error contains the quadrature error of a coarse grid and any systematic bias in the force, as well as statistical noise. No probability distribution is assumed for it, and the result gives no error bars.

The equal shares come from the equal weights in the misfit. If some links are sampled much better than others, a weighted fit is a natural choice, and it generally places more of the correction on the poorly sampled links.
